# Midway phases in phase estimation: the nearest-outcome probability falls strictly to 4/π²

When an energy is to be read out by quantum phase estimation, one has to decide how many times to run the circuit. If each independent run returns the grid point nearest to the true phase with probability at least p, then r runs all miss it with probability at most (1 − p)^r. The budget therefore needs a value of p that holds whatever the phase is. For an ideal circuit acting on an exact eigenstate, no p above 4/π² ≈ 0.405 holds for every grid size N. The obstruction comes from phases halfway between two grid points, where each of these two points is read with probability

1 / (N² sin²(π/(2N))).

This decreases strictly with N ≥ 1 and converges to 4/π².

```lean
import Mathlib

open Filter Topology

namespace PhaseEstimationSharpness

noncomputable section
```

## The Fourier sum behind the readout

Let the eigenvalue of the unitary be exp(2πiφ), with φ real, and let the register have N basis states, so N = 2ⁿ for n qubits. After the controlled powers of the unitary, basis state x carries the phase exp(2πixφ). The inverse Fourier transform then gives outcome k the amplitude

A = (1/N) Σ exp(2πi x (φ − k/N)), with x running from 0 to N − 1.

The formalisation starts from this sum and does not derive it from a circuit. In `amplitude`, `N` is any natural number, `φ` any real number and `k` any integer. Outcomes that differ by a multiple of N have the same amplitude and stand for the same register reading.

```lean
/-- Amplitude of outcome `k` in phase estimation with `N` grid points and true phase `φ`. -/
def amplitude (N : ℕ) (φ : ℝ) (k : ℤ) : ℂ :=
  (1 / (N : ℂ)) * ∑ x ∈ Finset.range N,
    Complex.exp (2 * Real.pi * Complex.I * x * (φ - k / N))
```

The probability is P = |A|², by the Born rule.

```lean
/-- Probability of reading outcome `k` when the true phase is `φ`. -/
def outcomeProb (N : ℕ) (φ : ℝ) (k : ℤ) : ℝ := ‖amplitude N φ k‖ ^ 2
```

The closed form for midway phases gets its own name. At this point it is only an expression in N, not yet tied to the amplitude.

```lean
/-- The expression `1 / (N² sin² (π / (2N)))`. -/
def midwayProb (N : ℕ) : ℝ := 1 / ((N : ℝ) ^ 2 * Real.sin (Real.pi / (2 * N)) ^ 2)
```

## Distance of a phase factor from 1

For real t,

|exp(it) − 1|² = (cos t − 1)² + sin² t = 2 − 2 cos t = 4 sin²(t/2).

The proof splits the squared norm into real and imaginary parts. It then combines sin² + cos² = 1, at t and at t/2, with the double-angle formula.

```lean
/-- The squared distance between the phase factor `exp (i t)` and `1` is `4 sin² (t / 2)`. -/
theorem norm_phase_sub_one_sq (t : ℝ) :
    ‖Complex.exp ((t : ℂ) * Complex.I) - 1‖ ^ 2 = 4 * Real.sin (t / 2) ^ 2 := by
  rw [← Complex.normSq_eq_norm_sq, Complex.normSq_apply]
  simp only [Complex.sub_re, Complex.sub_im, Complex.exp_ofReal_mul_I_re,
    Complex.exp_ofReal_mul_I_im, Complex.one_re, Complex.one_im]
  have h1 := Real.sin_sq_add_cos_sq t
  have h2 := Real.cos_two_mul (t / 2)
  rw [show 2 * (t / 2) = t by ring] at h2
  have h3 := Real.sin_sq_add_cos_sq (t / 2)
  linear_combination h1 - 2 * h2 - 4 * h3
```

## Interference at an arbitrary phase

Put z = exp(2πi(φ − k/N)). The terms of the sum are the powers of z, and the geometric series gives

N A (z − 1) = z^N − 1, where z^N = exp(2πi(Nφ − k)).

Taking squared norms and applying the previous identity on both sides gives

N² · 4 sin²(π(φ − k/N)) · P = 4 sin²(π(Nφ − k)).

Dividing by 4 leaves the stated formula. The sine on the left is not divided out, so the identity also holds when the phase sits exactly on the grid point k/N. There it reads 0 = 0 and leaves P undetermined.

In the proof, `hz` identifies the terms as powers, `hpow` evaluates z^N, and `key` is the summed series, obtained from `geom_sum_mul`.

```lean
/-- Interference formula for the outcome probability at an arbitrary phase, with the sine factor not
divided out. -/
theorem outcomeProb_interference (N : ℕ) (hN : 1 ≤ N) (φ : ℝ) (k : ℤ) :
    (N : ℝ) ^ 2 * Real.sin (Real.pi * (φ - k / N)) ^ 2 * outcomeProb N φ k
      = Real.sin (Real.pi * (N * φ - k)) ^ 2 := by
  have hN0 : (N : ℂ) ≠ 0 := Nat.cast_ne_zero.mpr (by omega)
  -- the summands are powers of a single phase factor
  have hz : ∀ x : ℕ, Complex.exp (2 * Real.pi * Complex.I * x * (φ - k / N))
      = Complex.exp (((2 * Real.pi * (φ - k / N) : ℝ) : ℂ) * Complex.I) ^ x := by
    intro x
    rw [← Complex.exp_nat_mul]
    congr 1
    push_cast
    ring
  have hpow : Complex.exp (((2 * Real.pi * (φ - k / N) : ℝ) : ℂ) * Complex.I) ^ N
      = Complex.exp (((2 * Real.pi * (N * φ - k) : ℝ) : ℂ) * Complex.I) := by
    rw [← Complex.exp_nat_mul]
    congr 1
    have hk : (N : ℂ) * ((k : ℂ) / N) = k := by field_simp
    push_cast
    linear_combination (-2 * (Real.pi : ℂ) * Complex.I) * hk
  have hcancel : ∀ S : ℂ, (N : ℂ) * ((1 / (N : ℂ)) * S) = S := by
    intro S
    field_simp
  -- sum the geometric series and take squared norms
  have key : (N : ℂ) * amplitude N φ k
      * (Complex.exp (((2 * Real.pi * (φ - k / N) : ℝ) : ℂ) * Complex.I) - 1)
      = Complex.exp (((2 * Real.pi * (φ - k / N) : ℝ) : ℂ) * Complex.I) ^ N - 1 := by
    unfold amplitude
    rw [hcancel, Finset.sum_congr rfl (fun x _ => hz x), geom_sum_mul]
  rw [hpow] at key
  have h := congrArg (fun w : ℂ => ‖w‖ ^ 2) key
  simp only [norm_mul, mul_pow, Complex.norm_natCast] at h
  rw [norm_phase_sub_one_sq, norm_phase_sub_one_sq,
    show 2 * Real.pi * (φ - k / N) / 2 = Real.pi * (φ - k / N) by ring,
    show 2 * Real.pi * (N * φ - k) / 2 = Real.pi * (N * φ - k) by ring] at h
  unfold outcomeProb
  linear_combination h / 4
```

## Halfway between two outcomes

Measured in grid spacings, the distance from the phase to outcome k is |Nφ − k|. A phase is midway when this equals 1/2, that is, when Nφ = k + 1/2 or Nφ = k − 1/2. An integer j closer to Nφ than k would have to lie strictly between k and k + 1 in the first case, or strictly between k − 1 and k in the second. There is no such integer, so k is a nearest outcome. It is tied with the integer on the other side of Nφ.

The proof assumes a closer `j`, treats the two signs separately, and lets `omega` find the contradiction between integer inequalities.

```lean
/-- If the phase is half a grid spacing away from outcome `k`, no outcome is nearer than `k`. -/
theorem midway_is_nearest (N : ℕ) (φ : ℝ) (k : ℤ) (h : |N * φ - k| = 1 / 2) (j : ℤ) :
    |N * φ - k| ≤ |N * φ - j| := by
  rw [h]
  by_contra hj
  obtain ⟨h1, h2⟩ := abs_lt.mp (not_le.mp hj)
  rcases eq_or_eq_neg_of_abs_eq h with h | h
  · have a : (k : ℝ) < j := by linarith
    have b : (j : ℝ) < ((k + 1 : ℤ) : ℝ) := by push_cast; linarith
    have a' := Int.cast_lt.mp a
    have b' := Int.cast_lt.mp b
    omega
  · have a : (j : ℝ) < k := by linarith
    have b : ((k - 1 : ℤ) : ℝ) < j := by push_cast; linarith
    have a' := Int.cast_lt.mp a
    have b' := Int.cast_lt.mp b
    omega
```

For a midway phase, φ − k/N = ±1/(2N). The sign disappears on squaring, and the interference formula becomes

N² sin²(π/(2N)) · P = sin²(π/2) = 1.

The factor in front of P cannot be zero, since the product is 1. Division gives

P = 1 / (N² sin²(π/(2N))).

A four-point grid shows the numbers. Take N = 4, φ = 1/8 and k = 0. The sum is

1 + exp(iπ/4) + i + exp(3iπ/4) = 1 + i(1 + √2),

with squared modulus 1 + (1 + √2)² = 4 + 2√2. Dividing by N² = 16 gives P = (2 + √2)/8 ≈ 0.427. The closed form agrees, because 16 sin²(π/8) = 8 − 4√2 ≈ 2.343, whose reciprocal is 0.427. For N = 1 and N = 2 the formula gives 1 and 1/2.

In the Lean proof, `key'` is the equation with right-hand side 1, and `hne` is the non-vanishing that permits the division.

```lean
/-- For a phase midway between grid points, a nearest outcome has probability
`1 / (N² sin² (π / (2N)))`. -/
theorem outcomeProb_midway (N : ℕ) (hN : 1 ≤ N) (φ : ℝ) (k : ℤ)
    (h : |N * φ - k| = 1 / 2) : outcomeProb N φ k = midwayProb N := by
  have hN0 : (N : ℝ) ≠ 0 := Nat.cast_ne_zero.mpr (by omega)
  have key := outcomeProb_interference N hN φ k
  have hd : φ - k / N = (N * φ - k) / N := by field_simp
  rw [hd] at key
  have key' : (N : ℝ) ^ 2 * Real.sin (Real.pi / (2 * N)) ^ 2 * outcomeProb N φ k = 1 := by
    rcases eq_or_eq_neg_of_abs_eq h with h | h
    · rw [h, show Real.pi * (1 / 2 / (N : ℝ)) = Real.pi / (2 * N) by ring,
        show Real.pi * (1 / 2) = Real.pi / 2 by ring, Real.sin_pi_div_two] at key
      linarith
    · rw [h, show Real.pi * (-(1 / 2) / (N : ℝ)) = -(Real.pi / (2 * N)) by ring,
        show Real.pi * (-(1 / 2)) = -(Real.pi / 2) by ring, Real.sin_neg, Real.sin_neg,
        Real.sin_pi_div_two, neg_sq, neg_sq] at key
      linarith
  have hne : (N : ℝ) ^ 2 * Real.sin (Real.pi / (2 * N)) ^ 2 ≠ 0 := by
    intro h0
    rw [h0, zero_mul] at key'
    exact zero_ne_one key'
  unfold midwayProb
  rw [eq_div_iff hne]
  linarith
```

## Finer grids lower the midway probability

Let 1 ≤ M < N. The point π/(2N) lies between 0 and π/(2M):

π/(2N) = (1 − M/N) · 0 + (M/N) · π/(2M).

The sine is strictly concave on [0, π] and vanishes at 0, so

sin(π/(2N)) > (M/N) sin(π/(2M)).

Multiplying by N gives

N sin(π/(2N)) > M sin(π/(2M)) > 0.

Squaring keeps the order of positive numbers and taking reciprocals reverses it, so the probability is strictly smaller at N than at M.

`StrictAntiOn midwayProb (Set.Ici 1)` says exactly this for natural numbers from 1 upwards. Zero is excluded because Lean evaluates the expression there as 1/0 = 0, which would break the ordering. In the proof, `c` is the concavity inequality and `hmono` is its multiple by N.

```lean
/-- The expression `1 / (N² sin² (π / (2N)))` is strictly decreasing in the integers `N ≥ 1`. -/
theorem midwayProb_strictAntiOn : StrictAntiOn midwayProb (Set.Ici 1) := by
  intro M hM N _ hMN
  have hM1 : (1 : ℝ) ≤ M := by exact_mod_cast Set.mem_Ici.mp hM
  have hlt : (M : ℝ) < N := by exact_mod_cast hMN
  have hM0 : (0 : ℝ) < M := by linarith
  have hN0 : (0 : ℝ) < N := by linarith
  have hx : 0 < Real.pi / (2 * M) := div_pos Real.pi_pos (by linarith)
  have hxpi : Real.pi / (2 * M) < Real.pi := div_lt_self Real.pi_pos (by linarith)
  have hs := Real.sin_pos_of_pos_of_lt_pi hx hxpi
  have hfrac : (M : ℝ) / N < 1 := (div_lt_one hN0).mpr hlt
  -- strict concavity of the sine between 0 and π / (2M)
  have c := strictConcaveOn_sin_Icc.2 (Set.left_mem_Icc.mpr Real.pi_pos.le)
    (Set.mem_Icc.mpr ⟨hx.le, hxpi.le⟩) hx.ne (sub_pos.mpr hfrac) (div_pos hM0 hN0)
    (sub_add_cancel 1 ((M : ℝ) / N))
  simp only [smul_eq_mul, Real.sin_zero, mul_zero, zero_add] at c
  rw [show (M : ℝ) / N * (Real.pi / (2 * M)) = Real.pi / (2 * N) by field_simp] at c
  have hmono : (M : ℝ) * Real.sin (Real.pi / (2 * M)) < N * Real.sin (Real.pi / (2 * N)) := by
    calc (M : ℝ) * Real.sin (Real.pi / (2 * M))
        = N * (M / N * Real.sin (Real.pi / (2 * M))) := by field_simp
      _ < N * Real.sin (Real.pi / (2 * N)) := mul_lt_mul_of_pos_left c hN0
  unfold midwayProb
  rw [← mul_pow, ← mul_pow]
  exact one_div_lt_one_div_of_lt (pow_pos (mul_pos hM0 hs) 2)
    (pow_lt_pow_left₀ hmono (mul_pos hM0 hs).le two_ne_zero)
```

## The limit from the slope of the sine at zero

With t = π/(2N), we have N = π/(2t), and hence

1 / (N² sin² t) = (4/π²) / (sin t / t)².

As N grows, t tends to 0 without being 0, and sin t / t tends to the derivative of the sine at zero, which is cos 0 = 1. The limit is 4/π².

In Lean, `ht` states that t tends to 0 through non-zero values, written `𝓝[≠] 0`, and `hs` supplies the limit of the quotient. The remaining lines check that the two expressions agree for N ≥ 1.

```lean
/-- The expression `1 / (N² sin² (π / (2N)))` converges to `4 / π²` as `N` grows. -/
theorem midwayProb_tendsto : Tendsto midwayProb atTop (𝓝 (4 / Real.pi ^ 2)) := by
  have ht : Tendsto (fun N : ℕ => Real.pi / (2 * (N : ℝ))) atTop (𝓝[≠] 0) := by
    refine tendsto_nhdsWithin_iff.mpr ⟨?_, ?_⟩
    · have h := tendsto_const_div_atTop_nhds_zero_nat (Real.pi / 2)
      refine h.congr (fun N => ?_)
      ring
    · filter_upwards [eventually_ge_atTop 1] with N hN
      have hN0 : (0 : ℝ) < N := by exact_mod_cast hN
      exact (div_pos Real.pi_pos (by linarith)).ne'
  -- sin t / t tends to 1, the derivative of the sine at zero
  have hs := (Real.hasDerivAt_sin 0).tendsto_slope_zero.comp ht
  rw [Real.cos_zero] at hs
  have hq := (tendsto_const_nhds (x := 4 / Real.pi ^ 2)).div (hs.pow 2) (by norm_num)
  rw [one_pow, div_one] at hq
  refine hq.congr' ?_
  filter_upwards [eventually_ge_atTop 1] with N hN
  have hN0 : (N : ℝ) ≠ 0 := Nat.cast_ne_zero.mpr (by omega)
  have hpi := Real.pi_ne_zero
  simp only [Pi.div_apply, Function.comp_apply, zero_add, Real.sin_zero, sub_zero, smul_eq_mul,
    midwayProb]
  have ha : 4 / Real.pi ^ 2 ≠ 0 := div_ne_zero (by norm_num) (pow_ne_zero 2 hpi)
  have e : ((Real.pi / (2 * (N : ℝ)))⁻¹ * Real.sin (Real.pi / (2 * (N : ℝ)))) ^ 2
      = 4 / Real.pi ^ 2 * ((N : ℝ) ^ 2 * Real.sin (Real.pi / (2 * (N : ℝ))) ^ 2) := by
    rw [inv_div]
    ring
  rw [e, ← div_div (4 / Real.pi ^ 2) (4 / Real.pi ^ 2), div_self ha]
```

## Constants above 4/π²

If c > 4/π², convergence gives an N₀ beyond which the closed form lies below c. The closed form depends on N alone, so the same N₀ serves every midway phase and each of its nearest outcomes. In `larger_constant_fails` this is visible in the order of the quantifiers: `N₀` is chosen before `φ` and `k`.

```lean
/-- Any constant above `4 / π²` exceeds the nearest-outcome probability at every midway phase,
once the grid is fine enough. -/
theorem larger_constant_fails (c : ℝ) (hc : 4 / Real.pi ^ 2 < c) :
    ∃ N₀ : ℕ, ∀ N ≥ N₀, ∀ (φ : ℝ) (k : ℤ), |N * φ - k| = 1 / 2 → outcomeProb N φ k < c := by
  obtain ⟨N₀, h₀⟩ := eventually_atTop.mp (midwayProb_tendsto.eventually_lt_const hc)
  refine ⟨max N₀ 1, fun N hN φ k h => ?_⟩
  rw [outcomeProb_midway N (le_trans (le_max_right _ _) hN) φ k h]
  exact h₀ N (le_trans (le_max_left _ _) hN)
```

The main theorem has two parts. The first takes a sequence of phases φ_N and outcomes k_N with |N φ_N − k_N| = 1/2 for every N ≥ 1, and states that the actual outcome probabilities decrease strictly and tend to 4/π². The phase has to change with N: a phase midway on the one-point grid is a half-integer, which is a grid point when N = 2. The theorem thus compares midway cases on different grids and does not say that refining the grid lowers the probability for one fixed phase.

The second part takes a constant c that satisfies c ≤ P for every N ≥ 1 and for every phase and outcome with |Nφ − k| ≤ 1/2, the condition for k to be nearest. It concludes that c ≤ 4/π². The argument tests c on φ = 1/(2N) and k = 0, where Nφ − k = 1/2. Then c ≤ 1/(N² sin²(π/(2N))) for every N ≥ 1, and the inequality survives the limit. In Lean that last step is `ge_of_tendsto`.

```lean
/-- Along midway phases the nearest-outcome probability strictly decreases with `N ≥ 1` and tends to
`4 / π²`; every lower bound on the nearest-outcome probability that holds for all `N ≥ 1` and all
phases is at most `4 / π²`. -/
theorem sharp_worst_case_success :
    (∀ (φ : ℕ → ℝ) (k : ℕ → ℤ), (∀ N : ℕ, 1 ≤ N → |N * φ N - k N| = 1 / 2) →
      StrictAntiOn (fun N => outcomeProb N (φ N) (k N)) (Set.Ici 1) ∧
      Tendsto (fun N => outcomeProb N (φ N) (k N)) atTop (𝓝 (4 / Real.pi ^ 2))) ∧
    (∀ c : ℝ, (∀ N : ℕ, 1 ≤ N → ∀ (φ : ℝ) (k : ℤ),
        |N * φ - k| ≤ 1 / 2 → c ≤ outcomeProb N φ k) →
      c ≤ 4 / Real.pi ^ 2) := by
  refine ⟨fun φ k h => ⟨?_, ?_⟩, fun c hc => ?_⟩
  · intro M hM N hN hMN
    change outcomeProb N (φ N) (k N) < outcomeProb M (φ M) (k M)
    rw [outcomeProb_midway N hN _ _ (h N hN), outcomeProb_midway M hM _ _ (h M hM)]
    exact midwayProb_strictAntiOn hM hN hMN
  · refine midwayProb_tendsto.congr' ?_
    filter_upwards [eventually_ge_atTop 1] with N hN
    exact (outcomeProb_midway N hN _ _ (h N hN)).symm
  · -- test the bound on the phase 1 / (2N), midway between outcomes 0 and 1
    refine ge_of_tendsto midwayProb_tendsto ?_
    filter_upwards [eventually_ge_atTop 1] with N hN
    have hN0 : (N : ℝ) ≠ 0 := Nat.cast_ne_zero.mpr (by omega)
    have hmid : |(N : ℝ) * (1 / 2 / N) - ((0 : ℤ) : ℝ)| = 1 / 2 := by
      rw [mul_div_cancel₀ _ hN0, Int.cast_zero, sub_zero]
      exact abs_of_pos (by norm_num)
    rw [← outcomeProb_midway N hN _ 0 hmid]
    exact hc N hN _ 0 hmid.le

end

end PhaseEstimationSharpness
```

```lean
#print axioms PhaseEstimationSharpness.midway_is_nearest
#print axioms PhaseEstimationSharpness.outcomeProb_midway
#print axioms PhaseEstimationSharpness.larger_constant_fails
#print axioms PhaseEstimationSharpness.sharp_worst_case_success
```

```
'PhaseEstimationSharpness.midway_is_nearest' depends on axioms: [propext, Classical.choice, Quot.sound]
'PhaseEstimationSharpness.outcomeProb_midway' depends on axioms: [propext, Classical.choice, Quot.sound]
'PhaseEstimationSharpness.larger_constant_fails' depends on axioms: [propext, Classical.choice, Quot.sound]
'PhaseEstimationSharpness.sharp_worst_case_success' depends on axioms: [propext, Classical.choice, Quot.sound]
```

## What the bound says about a run budget

At midway phases the probability always stays above 4/π², since it decreases strictly towards that value. That 4/π² also bounds the nearest-outcome probability from below at all other phases is true, but it is a separate statement and is not among the theorems here. With p = 4/π², nine independent runs all miss the nearest outcome with probability at most about 0.009. This bounds only the chance that the nearest outcome never appears. When the nine readings differ, it does not say which of them is the nearest one.

For energy estimation in quantum chemistry, this means that enlarging the readout register lowers the midway probability towards 4/π², so no single-run guarantee above 4/π² holds for every register size, even in the ideal model with an exact eigenstate and no noise. Imperfect state preparation, approximate time evolution and gate errors do not enter the sum. Success here means hitting one specified nearest grid point. At a midway phase with N ≥ 2 two points tie, and accepting either would double the probability there; phases close to midway still have a single nearest point, with probability close to the midway value. Accepting a wider window of outcomes is a different criterion with different probabilities.

## Outcomes on a circle

The outcomes could also have been modelled as residues modulo N, with distance measured around the circle. The N outcomes would then correspond one to one to register readings, and one could state directly that their probabilities sum to 1. In exchange, the midway condition would need a circular distance in place of |Nφ − k|. With integer outcomes, a phase just below 1 may have k = N as its nearest outcome, which the register displays as 0. The closed form and the constant 4/π² would be the same in both versions.
